# One-electron properties have no first-order correlation error at a nondegenerate Hartree–Fock reference

Let a differentiable family of unit eigenvectors of $H_0+tV$ start at $t=0$ from a nondegenerate eigenvector of $H_0$ that $V$ does not couple to its single excitations. Then the expectation value of any Hermitian one-electron operator has zero derivative at $t=0$, provided that $H_0$ is Hermitian and maps the space of single excitations into itself, that this space is finite-dimensional, and that all the operators are bounded.

```lean
import Mathlib

open Topology

namespace HartreeFockProperties

noncomputable section

variable {E : Type*} [NormedAddCommGroup E] [InnerProductSpace ℂ E]
  {H₀ V D : E →L[ℂ] E} {f ψ' : E} {ψ : ℝ → E} {e : ℝ → ℝ} {E₀ : ℝ} {S : Submodule ℂ E}

/-- Every solution of `H₀ x = E₀ x` is a multiple of the reference `f`; the space `S` of single
excitations is invariant under `H₀`, orthogonal to `f`, and not coupled to `f` by `V`. -/
structure IsBrillouinReference (H₀ V : E →L[ℂ] E) (f : E) (E₀ : ℝ)
    (S : Submodule ℂ E) : Prop where
  simple : ∀ x, H₀ x = (E₀ : ℂ) • x → ∃ c : ℂ, x = c • f
  invariant : ∀ s ∈ S, H₀ s ∈ S
  orthogonal : ∀ s ∈ S, inner ℂ s f = 0
  brillouin : ∀ s ∈ S, inner ℂ s (V f) = 0

/-- For `t` near zero, `ψ t` is a unit eigenvector of `H₀ + t V` with energy `e t`. -/
structure IsEigenbranch (H₀ V : E →L[ℂ] E) (ψ : ℝ → E) (e : ℝ → ℝ) : Prop where
  unit : ∀ᶠ t in 𝓝 (0 : ℝ), ‖ψ t‖ = 1
  eigen : ∀ᶠ t in 𝓝 (0 : ℝ), H₀ (ψ t) + (t : ℂ) • V (ψ t) = (e t : ℂ) • ψ t

/-- First-order perturbation equation for an eigenvector branch differentiable at zero:
`H₀ ψ' + V ψ(0) = e(0) ψ' + a ψ(0)` for some number `a`. -/
theorem first_order_equation (hb : IsEigenbranch H₀ V ψ e) (hψ : HasDerivAt ψ ψ' 0) :
    ∃ a : ℂ, H₀ ψ' + V (ψ 0) = (e 0 : ℂ) • ψ' + a • ψ 0 := by
  have dA : ∀ A : E →L[ℂ] E, HasDerivAt (fun t => A (ψ t)) (A ψ') 0 := fun A =>
    (A.restrictScalars ℝ).hasFDerivAt.comp_hasDerivAt (0 : ℝ) hψ
  have dt : HasDerivAt (fun t : ℝ => (t : ℂ)) 1 0 := by
    simpa using (hasDerivAt_id (0 : ℝ)).ofReal_comp
  have dK : HasDerivAt (fun t : ℝ => H₀ (ψ t) + (t : ℂ) • V (ψ t)) (H₀ ψ' + V (ψ 0)) 0 := by
    refine ((dA H₀).add (dt.smul (dA V))).congr_deriv ?_
    simp
  -- the energy is an expectation value, hence differentiable
  have hq : (fun t => (e t : ℂ)) =ᶠ[𝓝 (0 : ℝ)]
      fun t => inner ℂ (ψ t) (H₀ (ψ t) + (t : ℂ) • V (ψ t)) := by
    filter_upwards [hb.unit, hb.eigen] with t hu he
    rw [he, inner_smul_right, inner_self_eq_norm_sq_to_K, hu]
    simp
  have de := (hψ.inner ℂ dK).congr_of_eventuallyEq hq
  exact ⟨_, dK.unique ((de.smul hψ).congr_of_eventuallyEq hb.eigen)⟩

/-- For a Brillouin reference with finite-dimensional `S`, `H₀ - E₀` can be inverted on `S`: every
`u` in `S` is `(H₀ - E₀) s` for some `s` in `S`. -/
theorem singles_solvable [FiniteDimensional ℂ S] (hr : IsBrillouinReference H₀ V f E₀ S)
    {u : E} (hu : u ∈ S) : ∃ s ∈ S, H₀ s - (E₀ : ℂ) • s = u := by
  let T : S →ₗ[ℂ] S := ((H₀ : E →ₗ[ℂ] E) - (E₀ : ℂ) • LinearMap.id).restrict
    (fun s hs => S.sub_mem (hr.invariant s hs) (S.smul_mem _ hs))
  have hT : Function.Injective T := by
    rw [← LinearMap.ker_eq_bot, LinearMap.ker_eq_bot']
    intro x hx
    have h : H₀ (x : E) - (E₀ : ℂ) • (x : E) = 0 := congrArg Subtype.val hx
    -- a null vector is a multiple of `f`, yet orthogonal to `f`
    obtain ⟨c, hc⟩ := hr.simple x (sub_eq_zero.mp h)
    have hxx : (inner ℂ (x : E) (x : E) : ℂ) = 0 := by
      nth_rewrite 2 [hc]
      rw [inner_smul_right, hr.orthogonal x x.2, mul_zero]
    exact Subtype.ext (inner_self_eq_zero.mp hxx)
  obtain ⟨s, hs⟩ := LinearMap.injective_iff_surjective.mp hT ⟨u, hu⟩
  exact ⟨s, s.2, congrArg Subtype.val hs⟩

/-- For symmetric `H₀` and a Brillouin reference `ψ(0)` with finite-dimensional `S`, the derivative
`ψ'` at zero of a differentiable eigenbranch `ψ` is orthogonal to `S`. -/
theorem no_singles_in_first_order [FiniteDimensional ℂ S]
    (hH : (H₀ : E →ₗ[ℂ] E).IsSymmetric) (hr : IsBrillouinReference H₀ V (ψ 0) (e 0) S)
    (hb : IsEigenbranch H₀ V ψ e) (hψ : HasDerivAt ψ ψ' 0) {u : E} (hu : u ∈ S) :
    (inner ℂ u ψ' : ℂ) = 0 := by
  obtain ⟨a, ha⟩ := first_order_equation hb hψ
  obtain ⟨s, hs, rfl⟩ := singles_solvable hr hu
  have h := congrArg (fun x => (inner ℂ s x : ℂ)) ha
  simp only [inner_add_right, inner_smul_right, hr.brillouin s hs, hr.orthogonal s hs,
    mul_zero, add_zero] at h
  rw [inner_sub_left, inner_smul_left, Complex.conj_ofReal, ← h, sub_eq_zero]
  exact hH s ψ'

/-- Hartree-Fock one-electron properties have no first-order correlation error: for symmetric
`H₀` and `D`, a Brillouin reference `ψ(0)` with finite-dimensional `S`, and `D ψ(0)` in
`span(ψ(0)) + S`, `⟨ψ, D ψ⟩` is stationary at `t = 0` on a differentiable eigenbranch. -/
theorem no_first_order_correlation_error [FiniteDimensional ℂ S]
    (hH : (H₀ : E →ₗ[ℂ] E).IsSymmetric) (hD : (D : E →ₗ[ℂ] E).IsSymmetric)
    (hr : IsBrillouinReference H₀ V (ψ 0) (e 0) S) (hb : IsEigenbranch H₀ V ψ e)
    (hd : DifferentiableAt ℝ ψ 0) (hDf : D (ψ 0) ∈ Submodule.span ℂ {ψ 0} ⊔ S) :
    HasDerivAt (fun t => (inner ℂ (ψ t) (D (ψ t)) : ℂ)) 0 0 := by
  have hDs : ∀ x y, inner ℂ (D x) y = inner ℂ x (D y) := hD
  obtain ⟨ψ', hψ⟩ : ∃ v, HasDerivAt ψ v 0 := ⟨_, hd.hasDerivAt⟩
  obtain ⟨y, hy, u, hu, hyu⟩ := Submodule.mem_sup.mp hDf
  obtain ⟨c, rfl⟩ := Submodule.mem_span_singleton.mp hy
  have hone : ∀ᶠ t in 𝓝 (0 : ℝ), (inner ℂ (ψ t) (ψ t) : ℂ) = 1 := by
    filter_upwards [hb.unit] with t ht
    rw [inner_self_eq_norm_sq_to_K, ht]
    simp
  have hn : (inner ℂ (ψ 0) (ψ 0) : ℂ) = 1 := hone.self_of_nhds
  -- conservation of the norm
  have h := (hψ.inner ℂ hψ).unique
    ((hasDerivAt_const (0 : ℝ) (1 : ℂ)).congr_of_eventuallyEq hone)
  -- `c` is the expectation value of `D` in the reference, hence real
  have h1 : (inner ℂ (ψ 0) (D (ψ 0)) : ℂ) = c := by
    rw [← hyu, inner_add_right, inner_smul_right, hn, ← inner_conj_symm (ψ 0) u,
      hr.orthogonal u hu, map_zero]
    ring
  have hc : starRingEnd ℂ c = c := by
    rw [← h1, inner_conj_symm]
    exact hDs _ _
  have hu1 := no_singles_in_first_order hH hr hb hψ hu
  have hu2 : (inner ℂ ψ' u : ℂ) = 0 := by rw [← inner_conj_symm, hu1, map_zero]
  have dD : HasDerivAt (fun t => D (ψ t)) (D ψ') 0 :=
    (D.restrictScalars ℝ).hasFDerivAt.comp_hasDerivAt (0 : ℝ) hψ
  refine (hψ.inner ℂ dD).congr_deriv ?_
  rw [← hDs (ψ 0) ψ', ← hyu, inner_add_left, inner_add_right, inner_smul_left,
    inner_smul_right, hc, hu1, hu2]
  linear_combination c * h

/-- The operator on a three-level system given by a matrix. -/
def op (M : Matrix (Fin 3) (Fin 3) ℂ) :
    EuclideanSpace ℂ (Fin 3) →L[ℂ] EuclideanSpace ℂ (Fin 3) :=
  LinearMap.toContinuousLinearMap (Matrix.toEuclideanLin M)

/-- The basis states of the three-level system. -/
def level (i : Fin 3) : EuclideanSpace ℂ (Fin 3) := EuclideanSpace.single i 1

/-- The state `cos θ |0⟩ - sin θ |2⟩` with `θ = arctan t / 2`. -/
def modelState (t : ℝ) : EuclideanSpace ℂ (Fin 3) :=
  ((Real.cos (Real.arctan t / 2) : ℝ) : ℂ) • level 0 -
    ((Real.sin (Real.arctan t / 2) : ℝ) : ℂ) • level 2

/-- A matrix operator acts on amplitudes by the matrix-vector product. -/
theorem op_apply (M : Matrix (Fin 3) (Fin 3) ℂ) (x : EuclideanSpace ℂ (Fin 3)) (i : Fin 3) :
    op M x i = ∑ j, M i j * x j := rfl

/-- A Hermitian matrix gives a symmetric operator. -/
theorem op_symmetric {M : Matrix (Fin 3) (Fin 3) ℂ}
    (h : ∀ i j, starRingEnd ℂ (M i j) = M j i) : (op M).toLinearMap.IsSymmetric := by
  intro x y
  simp only [PiLp.inner_apply, ContinuousLinearMap.coe_coe, op_apply, RCLike.inner_apply,
    Fin.sum_univ_three, map_add, map_mul, h]
  ring

/-- A three-level model with energies `-1, 0, 1`, a perturbation coupling levels 0 and 2, and a
property coupling levels 0 and 1 meets the hypotheses of the main theorem. -/
theorem model_witness (H V D : Matrix (Fin 3) (Fin 3) ℂ)
    (hH : H = !![-1, 0, 0; 0, 0, 0; 0, 0, 1]) (hV : V = !![0, 0, 1; 0, 0, 0; 1, 0, 0])
    (hD : D = !![0, 1, 0; 1, 0, 0; 0, 0, 1]) :
    (op H).toLinearMap.IsSymmetric ∧ (op D).toLinearMap.IsSymmetric ∧
    modelState 0 = level 0 ∧
    IsBrillouinReference (op H) (op V) (level 0) (-1) (Submodule.span ℂ {level 1}) ∧
    IsEigenbranch (op H) (op V) modelState (fun t => -√(1 + t ^ 2)) ∧
    DifferentiableAt ℝ modelState 0 ∧
    op D (level 0) ∈ Submodule.span ℂ {level 0} ⊔ Submodule.span ℂ {level 1} := by
  subst hH hV hD
  refine ⟨op_symmetric ?_, op_symmetric ?_, by simp [modelState], ⟨?_, ?_, ?_, ?_⟩,
    ⟨.of_forall fun t => ?_, .of_forall fun t => ?_⟩, ?_, ?_⟩
  · intro i j
    fin_cases i <;> fin_cases j <;> simp
  · intro i j
    fin_cases i <;> fin_cases j <;> simp
  · intro x hx
    have h := fun i => congrArg (fun y : EuclideanSpace ℂ (Fin 3) => y i) hx
    have h1 : x 1 = 0 := by simpa [op_apply, Fin.sum_univ_three] using h 1
    have h2 : x 2 = -x 2 := by simpa [op_apply, Fin.sum_univ_three] using h 2
    have h3 : x 2 = 0 := by linear_combination h2 / 2
    refine ⟨x 0, ?_⟩
    ext i
    fin_cases i <;> simp [level, h1, h3]
  · intro s hs
    obtain ⟨a, rfl⟩ := Submodule.mem_span_singleton.mp hs
    convert Submodule.zero_mem _
    ext i
    fin_cases i <;> simp [op_apply, level]
  · intro s hs
    obtain ⟨a, rfl⟩ := Submodule.mem_span_singleton.mp hs
    simp [PiLp.inner_apply, level]
  · intro s hs
    obtain ⟨a, rfl⟩ := Submodule.mem_span_singleton.mp hs
    simp [PiLp.inner_apply, op_apply, level]
  · have h := Real.cos_sq_add_sin_sq (Real.arctan t / 2)
    unfold modelState
    generalize Real.cos (Real.arctan t / 2) = c at *
    generalize Real.sin (Real.arctan t / 2) = s at *
    simp [EuclideanSpace.norm_eq, Fin.sum_univ_three, level, h]
  · have hr : 0 < √(1 + t ^ 2) := by positivity
    have h := Real.cos_sq_add_sin_sq (Real.arctan t / 2)
    -- double-angle formulas at the mixing angle
    have hc := Real.cos_two_mul (Real.arctan t / 2)
    have hs := Real.sin_two_mul (Real.arctan t / 2)
    rw [mul_div_cancel₀ _ (two_ne_zero' ℝ), Real.cos_arctan, div_eq_iff hr.ne'] at hc
    rw [mul_div_cancel₀ _ (two_ne_zero' ℝ), Real.sin_arctan, div_eq_iff hr.ne'] at hs
    unfold modelState
    generalize Real.cos (Real.arctan t / 2) = c at *
    generalize Real.sin (Real.arctan t / 2) = s at *
    generalize √(1 + t ^ 2) = r at *
    have hA : c + t * s = r * c := by linear_combination c * hc + s * hs + 2 * c * r * h
    have hB : t * c - s = r * s := by linear_combination c * hs - s * hc
    have hA' : (c : ℂ) + t * s = r * c := by exact_mod_cast hA
    have hB' : (t : ℂ) * c - s = r * s := by exact_mod_cast hB
    ext i
    fin_cases i <;> simp [op_apply, level]
    · linear_combination -hA'
    · linear_combination hB'
  · have ha := (Real.hasDerivAt_arctan 0).div_const 2
    exact ((ha.cos.ofReal_comp.smul_const (level 0)).sub
      (ha.sin.ofReal_comp.smul_const (level 2))).differentiableAt
  · refine Submodule.mem_sup_right (Submodule.mem_span_singleton.mpr ⟨1, ?_⟩)
    ext i
    fin_cases i <;> simp [op_apply, level]

end

end HartreeFockProperties
```

```lean
#print axioms HartreeFockProperties.no_first_order_correlation_error
-- 'HartreeFockProperties.no_first_order_correlation_error' depends on axioms: [propext, Classical.choice, Quot.sound]
```

## From the Hartree–Fock atom to operators on a Hilbert space

Write $f=\psi(0)$ for the reference state and $E_0=e(0)$ for its eigenvalue under $H_0$. For an atom, $f$ is the Hartree–Fock determinant, $H_0$ is the many-electron Fock operator, and $V$ is the fluctuation potential, that is, the true Hamiltonian minus $H_0$. The parameter $t$ switches correlation on: at $t=0$ the state is the Hartree–Fock determinant, and $t=1$ gives the full Hamiltonian. Here $E_0$ is the sum of the occupied spin-orbital energies; the Hartree–Fock energy is $E_0+\langle f,Vf\rangle$.

The subspace $S$ is spanned by the singly excited determinants. `IsBrillouinReference` collects four conditions on these data:

- `simple`: every solution of $H_0x=E_0x$ is a multiple of $f$, so the reference level is nondegenerate.
- `invariant`: $H_0$ maps $S$ into itself. The Fock operator does so because it does not mix occupied with virtual orbitals.
- `orthogonal`: $\langle s,f\rangle=0$ for every $s\in S$.
- `brillouin`: $\langle s,Vf\rangle=0$ for every $s\in S$.

The last condition stands for the stationarity of the Hartree–Fock energy under orbital rotations, which gives $\langle s,(H_0+V)f\rangle=0$. Since $H_0f=E_0f$ and $s$ is orthogonal to $f$, the $H_0$ term vanishes and the condition on $V$ remains. This covers closed-shell and unrestricted Hartree–Fock; in restricted open-shell Hartree–Fock the orbital rotations are constrained, and the condition can fail. The file takes this condition as a hypothesis; it constructs neither determinants nor a Fock operator.

`IsEigenbranch` says that, for all real $t$ in some neighbourhood of zero, $\|\psi(t)\|=1$ and
$$H_0\psi(t)+tV\psi(t)=e(t)\psi(t),$$
with $e(t)$ real. The neighbourhood contains $t=0$, so this also makes $f$ a unit eigenvector of $H_0$.

The property is a bounded operator $D$ with $Df\in\operatorname{span}(f)+S$. A one-electron operator satisfies this because it changes at most one orbital of a determinant. The main theorem, `no_first_order_correlation_error`, further assumes that $H_0$ and $D$ are symmetric, that $S$ is finite-dimensional and that $\psi$ is differentiable at zero. It concludes that $t\mapsto\langle\psi(t),D\psi(t)\rangle$ has derivative $0$ there. Symmetry of $V$ is not needed.

The space `E` is a complex inner-product space of any dimension, and `inner ℂ x y` is conjugate-linear in `x`. Boundedness excludes the Coulomb Hamiltonian on its natural domain, but a calculation in a finite orbital basis fits the setting. There, for a nondegenerate reference, the correlation correction to a quantity such as $\langle r^2\rangle$ has no first-order term in the fluctuation potential. This says nothing about the size of the correction at $t=1$. The existence of a differentiable branch is likewise assumed.

## Why the first-order response vanishes

**The first-order equation.** Let $\psi'$ be the derivative of $\psi$ at zero. Because $\psi(t)$ is normalised, the energy is an expectation value,
$$e(t)=\langle\psi(t),(H_0+tV)\psi(t)\rangle,$$
and is therefore differentiable at zero. Call its derivative $a$. Differentiating the eigenvalue equation gives
$$H_0\psi'+Vf=E_0\psi'+af.$$

**No singles in the first-order state.** Take the inner product with $s\in S$. The terms $\langle s,Vf\rangle$ and $a\langle s,f\rangle$ vanish, which leaves $\langle s,H_0\psi'\rangle=E_0\langle s,\psi'\rangle$. Since $H_0$ is symmetric and $E_0$ is real,
$$\langle(H_0-E_0)s,\psi'\rangle=0.$$

It remains to see that every $u\in S$ has the form $(H_0-E_0)s$ with $s\in S$. The operator $H_0-E_0$ maps $S$ into itself. If it annihilates $x\in S$, then $x=cf$ for some number $c$ by nondegeneracy, so $\langle x,x\rangle=c\langle x,f\rangle=0$ and $x=0$. An injective linear map of a finite-dimensional space into itself is surjective. Hence $\langle u,\psi'\rangle=0$ for every $u\in S$.

**The response of the property.** Write $Df=cf+u$ with $u\in S$, where $c$ now denotes the coefficient of $f$. Then $c=\langle f,Df\rangle$, which is real because $D$ is symmetric. By the product rule and the symmetry of $D$, the derivative of the expectation value is
$$\langle\psi',Df\rangle+\langle Df,\psi'\rangle
=c\bigl(\langle\psi',f\rangle+\langle f,\psi'\rangle\bigr)+\langle\psi',u\rangle+\langle u,\psi'\rangle.$$
The bracket is the derivative of $\langle\psi(t),\psi(t)\rangle=1$ and vanishes. The last two terms vanish because $\psi'$ contains no singles.

## The same argument in Lean

`first_order_equation` differentiates the two sides of the eigenvalue equation separately. `dK` is the derivative of the left side, `hq` identifies the energy with the expectation value near zero, and `de` is the resulting derivative of the energy. Uniqueness of the derivative then equates the two sides. The theorem returns $a$ only as some complex number, which is enough because its term drops out against $S$.

`singles_solvable` defines `T` as the restriction of $H_0-E_0$ to $S$, proves injectivity as above, and obtains surjectivity from `LinearMap.injective_iff_surjective`. `no_singles_in_first_order` replaces $u$ by $(H_0-E_0)s$, pairs the first-order equation with $s$, and finishes with the symmetry of $H_0$.

In the main theorem, `Submodule.mem_sup` splits $Df$ into its two parts. The steps `h`, `hc`, `hu1` and `hu2` supply conservation of the norm, the reality of $c$, and the two vanishing overlaps with $u$. The final `linear_combination c * h` uses $c$ times the identity `h`, which says that the derivative of the squared norm vanishes.

## A three-level model with a reference, a single and a double

`model_witness` shows that the hypotheses are satisfied by a concrete system. The states `level 0`, `level 1` and `level 2` play the reference, a single excitation and a double excitation, with unperturbed energies $-1$, $0$ and $1$. The perturbation couples levels 0 and 2, while the property couples levels 0 and 1 and has the value 1 in level 2. The function `op` turns each matrix into an operator, and `op_symmetric` derives symmetry from Hermitian entries.

With $\theta=\tfrac12\arctan t$, the branch `modelState` is
$$\psi(t)=\cos\theta\,|0\rangle-\sin\theta\,|2\rangle,\qquad e(t)=-\sqrt{1+t^2}.$$
Setting $r=\sqrt{1+t^2}$, we have $\cos2\theta=1/r$ and $\sin2\theta=t/r$. The eigenvalue equation reduces to
$$\cos\theta+t\sin\theta=r\cos\theta,\qquad t\cos\theta-\sin\theta=r\sin\theta,$$
which are the steps `hA` and `hB`. Both follow from the double-angle formulas.

A direct evaluation gives $\langle\psi(t),D\psi(t)\rangle=\sin^2\theta$, which behaves as $t^2/4$ for small $t$. The property is stationary at the reference without being constant.

## A linear response when the reference couples to a single

If the condition `brillouin` is removed and everything else is kept, the conclusion can fail. Take two levels with
$$H_0=\begin{pmatrix}-1&0\\0&1\end{pmatrix},\qquad V=D=\begin{pmatrix}0&1\\1&0\end{pmatrix},$$
and let $f=|0\rangle$ and $S=\operatorname{span}(|1\rangle)$. The reference is nondegenerate, $S$ is invariant under $H_0$ and orthogonal to $f$, and $Df=|1\rangle$ lies in $S$. However, $\langle1|V|0\rangle=1$.

The lower eigenvector is $\cos\theta\,|0\rangle-\sin\theta\,|1\rangle$ with the same $\theta$ as before, and
$$\langle\psi(t),D\psi(t)\rangle=-\sin2\theta=-\frac{t}{\sqrt{1+t^2}}.$$
Its derivative at zero is $-1$: the perturbation mixes the single excitation into the state at first order, and the property detects it at that order.
